# Time-ordered vacuum expectation values of fermionic operators with number-valued contractions

In perturbation theory for electrons, the interaction picture produces vacuum expectation values of field operators arranged with later times to the left. Each exchange made in reaching that arrangement costs a minus sign. If the operators evolve freely, the expectation value reduces to two-operator contractions. Can these be summed in the order in which the operators were first written, whatever their times?

They can, provided that the times are distinct and each operator splits as $A_i=p_i+m_i$ into a creation and an annihilation part whose anticommutators are numbers.

## Operators, vacuum and contractions

```lean
import Mathlib

open Equiv

namespace TimeOrderedFermionWick

noncomputable section

variable {ι 𝒜 : Type*} [Ring 𝒜] [Algebra ℂ 𝒜]
```

The operators live in `𝒜`, any algebra over the complex numbers, and `ι` is the type of their labels. No Hilbert space is needed, and `𝒜` may be infinite-dimensional.

```lean
/-- Creation parts `p`, annihilation parts `m`, contractions `c` and a vacuum functional `ω`
of a family of fermionic operators `p i + m i`. -/
structure VacuumSplit (p m : ι → 𝒜) (c : ι → ι → ℂ) (ω : 𝒜 →ₗ[ℂ] ℂ) : Prop where
  anticomm : ∀ i j, m i * p j + p j * m i = c i j • (1 : 𝒜)
  annihil : ∀ i j, m i * m j + m j * m i = 0
  normalized : ω 1 = 1
  left : ∀ i x, ω (p i * x) = 0
  right : ∀ i x, ω (x * m i) = 0
```

`VacuumSplit` collects the assumptions:

$$m_ip_j+p_jm_i=c_{ij}1,\quad m_im_j+m_jm_i=0,\quad \omega(1)=1,\quad \omega(p_ix)=\omega(xm_i)=0.$$

The linear functional $\omega$ stands for $\langle0|\cdot|0\rangle$. The last two conditions say that $p_i$ annihilates the vacuum to its left and $m_i$ the vacuum to its right. That $c_{ij}$ is a number expresses free evolution; it is assumed here, not derived from a Hamiltonian. It follows that $\omega(A_iA_j)=c_{ij}$.

```lean
/-- The product of the operators `p i + m i` in the order of the list. -/
def opProd (p m : ι → 𝒜) (L : List ι) : 𝒜 := (L.map fun i => p i + m i).prod
```

For a list $L$ of labels, `opProd p m L` is the product $A_L$ of the operators in list order.

```lean
/-- The time-ordered contraction: `c i j` if `i` is later than `j`, otherwise `-c j i`. -/
def timeContraction (t : ι → ℝ) (c : ι → ι → ℂ) (i j : ι) : ℂ :=
  if t j < t i then c i j else -c j i
```

This is $D_{ij}$: it equals $c_{ij}$ if $t_i>t_j$ and $-c_{ji}$ otherwise. Times serve only to order the operators.

## The signed sum and one contraction step

```lean
/-- The signed Wick sum: the first operator in the list is contracted with each one after it in
turn, with alternating sign, and the remaining operators are treated in the same way. -/
def wickSum (D : ι → ι → ℂ) : List ι → ℂ
  | [] => 1
  | i :: L => ∑ j : Fin L.length, (-1) ^ (j : ℕ) * D i (L.get j) * wickSum D (L.eraseIdx j)
termination_by L => L.length
decreasing_by exact Nat.lt_succ_of_le (List.eraseIdx_sublist _ _).length_le
```

Write $W(L)$ for `wickSum D L`. Then $W([\,])=1$, and

$$W(i::L)=\sum_j(-1)^jD_{i,L_j}\,W(L\text{ without entry }j),$$

where `i :: L` is the list with $i$ put in front and $j$ counts from 0. The two closing lines tell Lean that the recursion stops because the list shrinks.

```lean
/-- One contraction step: remove each entry of the list in turn, with amplitude `d` and
alternating sign, and evaluate `F` on what is left. -/
def contract (d : ι → ℂ) (F : List ι → ℂ) (L : List ι) : ℂ :=
  ∑ j : Fin L.length, (-1) ^ (j : ℕ) * d (L.get j) * F (L.eraseIdx j)
```

One step of this sum, with general amplitudes $d$ and a general function $F$ of lists, is written $C_dF(L)$.

```lean
/-- The Wick sum of a non-empty list is one contraction step applied to the Wick sum. -/
theorem wickSum_cons (D : ι → ι → ℂ) (i : ι) (L : List ι) :
    wickSum D (i :: L) = contract (D i) (wickSum D) L := by
  rw [wickSum, contract]
```

Thus $W(i::L)=C_{D_i}W(L)$, where $D_i$ is the function $x\mapsto D_{ix}$.

```lean
/-- A contraction step either removes the first entry or passes it with a minus sign. -/
theorem contract_cons (d : ι → ℂ) (F : List ι → ℂ) (x : ι) (L : List ι) :
    contract d F (x :: L) = d x * F L - contract d (fun L' => F (x :: L')) L := by
  unfold contract
  refine (Fin.sum_univ_succ (n := L.length) _).trans ?_
  rw [sub_eq_add_neg, ← Finset.sum_neg_distrib]
  congr 1
  · show (-1 : ℂ) ^ 0 * d x * F L = d x * F L
    ring
  · refine Finset.sum_congr rfl fun j _ => ?_
    show (-1 : ℂ) ^ ((j : ℕ) + 1) * d (L.get j) * F (x :: L.eraseIdx j)
      = -((-1) ^ (j : ℕ) * d (L.get j) * F (x :: L.eraseIdx j))
    ring
```

Separating the term $j=0$ gives

$$C_dF(x::L)=d_xF(L)-C_dF_x(L),\qquad F_x(L)=F(x::L).$$

```lean
/-- A contraction step is linear, and sees only the entries of the list and its shorter
sublists. -/
theorem contract_linear {d e : ι → ℂ} {F G H : List ι → ℂ} {a : ℂ} {L : List ι}
    (hd : ∀ x ∈ L, d x = e x)
    (hF : ∀ L' : List ι, L'.Sublist L → L'.length < L.length → F L' = a * G L' - H L') :
    contract d F L = a * contract e G L - contract e H L := by
  unfold contract
  rw [Finset.mul_sum, ← Finset.sum_sub_distrib]
  refine Finset.sum_congr rfl fun j _ => ?_
  have hl : (L.eraseIdx j).length < L.length := by
    have := j.isLt
    rw [List.length_eraseIdx]
    split <;> omega
  rw [hF _ (List.eraseIdx_sublist _ _) hl, hd _ (List.get_mem _ _)]
  ring
```

If $F=aG-H$ on shorter sublists and $d=e$ on the entries of $L$, then $C_dF=a\,C_eG-C_eH$ at $L$.

```lean
/-- Two contraction steps anticommute. -/
theorem contract_anticomm (d e : ι → ℂ) (F : List ι → ℂ) (L : List ι) :
    contract d (contract e F) L = -contract e (contract d F) L := by
  induction L generalizing F with
  | nil => simp [contract]
  | cons x L ih =>
    have lin (d e : ι → ℂ) : contract d (fun L' => contract e F (x :: L')) L
        = e x * contract d F L - contract d (contract e fun L' => F (x :: L')) L :=
      contract_linear (fun _ _ => rfl) (fun L' _ _ => contract_cons e F x L')
    rw [contract_cons, contract_cons, lin, lin]
    linear_combination ih (fun L' => F (x :: L'))
```

Both sides vanish on the empty list. For a longer one, applying the previous recursion twice gives

$$C_dC_eF(x::L)=d_xC_eF(L)-e_xC_dF(L)+C_dC_eF_x(L).$$

Exchanging $d$ and $e$ reverses the first two terms together, and the last by induction. `linear_combination` does this final algebra.

## Exchanging operators

```lean
/-- Exchanging two neighbouring operators whose contraction is antisymmetric reverses the sign
of the Wick sum. -/
theorem wickSum_swap (D : ι → ι → ℂ) {a b : ι} (hab : D a b = -D b a) (l r : List ι) :
    wickSum D (l ++ a :: b :: r) = -wickSum D (l ++ b :: a :: r) := by
  -- a contraction step inherits the antisymmetry from shorter lists
  have step (d : ι → ℂ) (l r : List ι) : ∀ F : List ι → ℂ,
      (∀ l' r' : List ι, l'.length + r'.length < l.length + r.length →
        F (l' ++ a :: b :: r') = -F (l' ++ b :: a :: r')) →
      contract d F (l ++ a :: b :: r) = -contract d F (l ++ b :: a :: r) := by
    induction l with
    | nil =>
      intro F hF
      have h : contract d (fun L' => F (a :: b :: L')) r
          = 0 * contract d F r - contract d (fun L' => F (b :: a :: L')) r :=
        contract_linear (fun _ _ => rfl)
          (fun L' _ hl => by simpa using hF [] L' (by simpa using hl))
      simp only [List.nil_append, contract_cons]
      linear_combination h
    | cons x l ih =>
      intro F hF
      have h1 := hF l r (by simp)
      have h2 := ih (fun L' => F (x :: L')) (fun l' r' h =>
        hF (x :: l') r' (by simp only [List.length_cons]; omega))
      simp only [List.cons_append, contract_cons]
      linear_combination d x * h1 - h2
  induction hN : l.length + r.length using Nat.strong_induction_on generalizing l r with
  | _ N ih =>
    cases l with
    | nil =>
      simp only [List.nil_append, wickSum_cons, contract_cons]
      linear_combination wickSum D r * hab - contract_anticomm (D a) (D b) (wickSum D) r
    | cons x l =>
      simp only [List.cons_append, wickSum_cons]
      exact step _ l r _ fun l' r' h =>
        ih _ (by rw [← hN]; simp only [List.length_cons]; omega) l' r' rfl
```

If $a,b$ stand at the front,

$$W(a::b::r)=D_{ab}W(r)-C_{D_a}C_{D_b}W(r).$$

Exchanging $a$ and $b$ reverses both terms, the first by `hab` and the second by anticommutation. If another operator $x$ stands in front, there are two cases. Contracting $x$ with $a$ or $b$ leaves the same remaining list, but the partner's position has shifted by one, which gives the minus sign. Contracting $x$ with anything else leaves a shorter list, covered by induction. The inner statement `step` carries this out.

```lean
/-- Permuting distinct operators multiplies the Wick sum of an antisymmetric contraction by the
sign of the permutation. -/
theorem wickSum_perm {D : ι → ι → ℂ} (hD : ∀ i j, i ≠ j → D i j = -D j i) {n : ℕ}
    (σ : Perm (Fin n)) (f : Fin n → ι) (hf : Function.Injective f) :
    wickSum D (List.ofFn (f ∘ σ)) = ((Perm.sign σ : ℤ) : ℂ) * wickSum D (List.ofFn f) := by
  -- an adjacent transposition exchanges two neighbours in the list
  have split : ∀ (n : ℕ) (f : Fin (n + 1) → ι) (i : Fin n), ∃ l r : List ι,
      List.ofFn f = l ++ f i.castSucc :: f i.succ :: r ∧
      List.ofFn (f ∘ swap i.castSucc i.succ) = l ++ f i.succ :: f i.castSucc :: r := by
    intro n
    induction n with
    | zero => exact fun _ i => i.elim0
    | succ n ih =>
      intro f i
      refine Fin.cases ?_ (fun j => ?_) i
      · refine ⟨[], List.ofFn fun k : Fin n => f k.succ.succ, ?_, ?_⟩
        · rw [List.ofFn_succ, List.ofFn_succ]; rfl
        · rw [List.ofFn_succ, List.ofFn_succ]
          have h0 : swap (0 : Fin (n + 2)) (Fin.succ 0) 0 = Fin.succ 0 := swap_apply_left _ _
          have h1 : swap (0 : Fin (n + 2)) (Fin.succ 0) (Fin.succ 0) = 0 := swap_apply_right _ _
          have h2 (k : Fin n) : swap (0 : Fin (n + 2)) (Fin.succ 0) k.succ.succ = k.succ.succ :=
            swap_apply_of_ne_of_ne (Fin.succ_ne_zero _)
              (fun h => Fin.succ_ne_zero k (Fin.succ_injective _ h))
          simp only [Function.comp_apply, Fin.castSucc_zero, h0, h1, h2, List.nil_append]
      · obtain ⟨l, r, h1, h2⟩ := ih (fun k => f k.succ) j
        refine ⟨f 0 :: l, r, ?_, ?_⟩
        · rw [List.ofFn_succ, h1]; rfl
        · have h0 : swap j.succ.castSucc j.succ.succ 0 = 0 :=
            swap_apply_of_ne_of_ne (Fin.succ_ne_zero j.castSucc).symm (Fin.succ_ne_zero _).symm
          have hs : (fun k : Fin (n + 1) => (f ∘ swap j.succ.castSucc j.succ.succ) k.succ)
              = (fun k => f k.succ) ∘ swap j.castSucc j.succ :=
            funext fun k => congrArg f
              ((Fin.succ_injective (n + 1)).swap_apply j.castSucc j.succ k)
          rw [List.ofFn_succ, hs, h2, Function.comp_apply, h0]; rfl
  cases n with
  | zero =>
    have : σ = 1 := Subsingleton.elim _ _
    subst this
    simp
  | succ n =>
    have hσ : σ ∈ Submonoid.closure
        (Set.range fun i : Fin n => swap i.castSucc i.succ) := by
      rw [Perm.mclosure_swap_castSucc_succ]; trivial
    induction hσ using Submonoid.closure_induction generalizing f with
    | mem x hx =>
      obtain ⟨i, rfl⟩ := hx
      obtain ⟨l, r, h1, h2⟩ := split n f i
      have hne : i.castSucc ≠ i.succ := fun h => by
        have := congrArg Fin.val h
        simp at this
      dsimp only
      rw [h2, h1, wickSum_swap D (hD _ _ (hf.ne hne.symm)), Perm.sign_swap hne]
      simp
    | one => simp
    | mul x y _ _ hx hy =>
      rw [Perm.coe_mul, ← Function.comp_assoc, hy (f ∘ x) (hf.comp x.injective), hx f hf,
        Perm.sign_mul]
      simp only [Units.val_mul, Int.cast_mul]
      ring
```

Every permutation is a product of adjacent exchanges, so $W$ acquires the factor $\operatorname{sgn}\sigma$. The inner statement `split` locates the two neighbours in the list. Antisymmetry is required only for different labels, and injectivity of `f` keeps the listed labels different.

## The time-ordered expectation value

```lean
/-- **Time-ordered Wick theorem for fermions.** If `σ` lists the times in strictly decreasing order,
the signed vacuum expectation value of the time-ordered product is the Wick sum of the time-ordered
contractions, taken in the original order of the operators. -/
theorem time_ordered_wick {n : ℕ} {p m : Fin n → 𝒜} {c : Fin n → Fin n → ℂ} {ω : 𝒜 →ₗ[ℂ] ℂ}
    (h : VacuumSplit p m c ω) (t : Fin n → ℝ) (σ : Perm (Fin n)) (hσ : StrictAnti (t ∘ σ)) :
    ((Perm.sign σ : ℤ) : ℂ) * ω (opProd p m (List.ofFn σ))
      = wickSum (timeContraction t c) (List.finRange n) := by
  have cons (x : Fin n) (L : List (Fin n)) :
      opProd p m (x :: L) = (p x + m x) * opProd p m L := by simp [opProd]
  -- an annihilation part moves to the right, leaving one contraction at each operator it passes
  have move (i : Fin n) (L : List (Fin n)) : ∀ y : 𝒜, ω (y * m i * opProd p m L)
      = contract (c i) (fun L' => ω (y * opProd p m L')) L := by
    induction L with
    | nil => intro y; simp [opProd, contract, h.right]
    | cons x L ih =>
      intro y
      have e1 : m i * (p x + m x) = c i x • (1 : 𝒜) - (p x + m x) * m i := by
        rw [eq_sub_iff_add_eq]
        calc m i * (p x + m x) + (p x + m x) * m i
            = (m i * p x + p x * m i) + (m i * m x + m x * m i) := by noncomm_ring
          _ = c i x • (1 : 𝒜) := by rw [h.anticomm, h.annihil, add_zero]
      have e2 : y * m i * opProd p m (x :: L)
          = c i x • (y * opProd p m L) - y * (p x + m x) * m i * opProd p m L := by
        calc y * m i * opProd p m (x :: L)
            = y * (m i * (p x + m x)) * opProd p m L := by simp only [cons, mul_assoc]
          _ = _ := by
            rw [e1, mul_sub, sub_mul, mul_smul_comm, mul_one, smul_mul_assoc]
            simp only [mul_assoc]
      rw [e2, map_sub, map_smul, ih, contract_cons, smul_eq_mul]
      simp only [cons, mul_assoc]
  -- for operators already in time order the expectation value is the Wick sum
  have ordered : ∀ (N : ℕ) (L : List (Fin n)), L.length = N →
      L.Pairwise (fun i j => t j < t i) →
      ω (opProd p m L) = wickSum (timeContraction t c) L := by
    intro N
    induction N using Nat.strong_induction_on with
    | _ N ih =>
      intro L hN hL
      cases L with
      | nil => simp [opProd, wickSum, h.normalized]
      | cons i L =>
        obtain ⟨hi, hL'⟩ := List.pairwise_cons.1 hL
        have hm := move i L 1
        simp only [one_mul] at hm
        rw [cons, add_mul, map_add, h.left, zero_add, wickSum_cons, hm]
        have key : contract (c i) (fun L' => ω (opProd p m L')) L
            = 1 * contract (timeContraction t c i) (wickSum (timeContraction t c)) L
              - contract (timeContraction t c i) (fun _ => 0) L := by
          refine contract_linear (fun x hx => ?_) (fun L' hs hl => ?_)
          · simp [timeContraction, hi x hx]
          · rw [one_mul, sub_zero]
            exact ih _ (by rw [← hN]; simp only [List.length_cons]; omega) L' rfl
              (hL'.sublist hs)
        rw [key]
        simp [contract]
  have ht : Function.Injective t := fun i j hij =>
    σ.symm.injective (hσ.injective (by simpa using hij))
  have hD : ∀ i j, i ≠ j → timeContraction t c i j = -timeContraction t c j i := by
    intro i j hij
    rcases lt_or_gt_of_ne (ht.ne hij) with h | h <;>
      simp [timeContraction, h, not_lt_of_gt h]
  have hs : ((Perm.sign σ : ℤ) : ℂ) * ((Perm.sign σ : ℤ) : ℂ) = 1 := by
    rcases Int.units_eq_one_or (Perm.sign σ) with h | h <;> simp [h]
  -- return to the original order; the two signs cancel
  have e := wickSum_perm hD σ id Function.injective_id
  rw [Function.id_comp, List.ofFn_id] at e
  rw [ordered _ _ rfl (List.pairwise_ofFn.2 fun i j hij => hσ hij), e, ← mul_assoc, hs, one_mul]
```

`Fin n` holds the labels $0,\dots,n-1$, and `StrictAnti (t ∘ σ)` says $t_{\sigma(0)}>t_{\sigma(1)}>\cdots$, so the times are distinct. The theorem reads

$$\operatorname{sgn}(\sigma)\,\omega(A_{\sigma(0)}\cdots A_{\sigma(n-1)})=W([0,\dots,n-1]).$$

It concerns expectation values and is not an operator identity with normal-ordered remainders.

By hand, start from $m_iA_x=c_{ix}1-A_xm_i$, which gives

$$\omega(y\,m_iA_xA_L)=c_{ix}\,\omega(yA_L)-\omega(yA_x\,m_iA_L).$$

Repeating this until $m_i$ meets the vacuum produces one contraction step (`move`). In a time-ordered list $i::L$, the part $p_i$ contributes nothing, and $c_{ix}=D_{ix}$ because $i$ is latest. Induction on length gives $\omega(A_L)=W(L)$ for every time-ordered $L$ (`ordered`). Since $D_{ij}=-D_{ji}$ at distinct times, returning to the original order costs $\operatorname{sgn}\sigma$, and $(\operatorname{sgn}\sigma)^2=1$.

Strictness matters. Take two operators $A_0=A_1=\begin{pmatrix}0&1\\1&0\end{pmatrix}$ at equal times, with $\omega$ the upper-left entry and every $c_{ij}=1$. Without strictness either order would be allowed. The left side would be $\omega(A_0A_1)=1$ for one and $-\omega(A_1A_0)=-1$ for the other, while the right side is the single number $D_{01}=-c_{10}=-1$. Equal times do occur in practice: an instantaneous Coulomb interaction contains four field operators at one time. The theorem covers them if $t$ is replaced by distinct numbers that keep these four in their written order and leave the order of different times unchanged. The $c_{ij}$ are still computed at the actual times.

```lean
/-- At distinct times, the time-ordered four-point function is the sum over the three pairings, the
crossed pairing carrying a minus sign. -/
theorem time_ordered_four_point {p m : Fin 4 → 𝒜} {c : Fin 4 → Fin 4 → ℂ} {ω : 𝒜 →ₗ[ℂ] ℂ}
    (h : VacuumSplit p m c ω) (t : Fin 4 → ℝ) (σ : Perm (Fin 4)) (hσ : StrictAnti (t ∘ σ)) :
    let D := timeContraction t c
    ((Perm.sign σ : ℤ) : ℂ) * ω (opProd p m (List.ofFn σ))
      = D 0 1 * D 2 3 - D 0 2 * D 1 3 + D 0 3 * D 1 2 := by
  intro D
  have hl : List.finRange 4 = [0, 1, 2, 3] := by decide
  have h0 (d : Fin 4 → ℂ) (F : List (Fin 4) → ℂ) : contract d F [] = 0 := by simp [contract]
  have h1 : wickSum D [] = 1 := by simp [wickSum]
  rw [time_ordered_wick h t σ hσ, hl]
  change wickSum D [0, 1, 2, 3] = _
  simp only [wickSum_cons, contract_cons, h0, h1]
  ring
```

For four operators the sum is $D_{01}D_{23}-D_{02}D_{13}+D_{03}D_{12}$. For non-interacting electrons, with $p$ and $m$ defined relative to the filled Fermi sea, this is how a two-particle Green's function splits into one-particle ones, exchange sign included.

## One mode, with numbers

```lean
/-- One fermionic mode in its two-dimensional state space, with arbitrary amplitudes `u i` for
annihilation and `v i` for creation, satisfies the relations of `VacuumSplit`. -/
theorem vacuumSplit_witness (u v : ι → ℂ) :
    VacuumSplit (fun i => v i • (!![0, 0; 1, 0] : Matrix (Fin 2) (Fin 2) ℂ))
      (fun i => u i • (!![0, 1; 0, 0] : Matrix (Fin 2) (Fin 2) ℂ))
      (fun i j => u i * v j) (Matrix.entryLinearMap ℂ ℂ 0 0) where
  anticomm i j := by
    ext a b
    fin_cases a <;> fin_cases b <;> simp [mul_comm]
  annihil i j := by
    ext a b
    fin_cases a <;> fin_cases b <;> simp
  normalized := by
    show (1 : Matrix (Fin 2) (Fin 2) ℂ) 0 0 = 1
    simp
  left i x := by
    show ((v i • (!![0, 0; 1, 0] : Matrix (Fin 2) (Fin 2) ℂ)) * x) 0 0 = 0
    rw [Matrix.mul_apply, Fin.sum_univ_two]
    simp
  right i x := by
    show (x * (u i • (!![0, 1; 0, 0] : Matrix (Fin 2) (Fin 2) ℂ))) 0 0 = 0
    rw [Matrix.mul_apply, Fin.sum_univ_two]
    simp

end

end TimeOrderedFermionWick
```

Here $m_i=u_ia$ and $p_i=v_ia^\dagger$ for a single mode, $\omega$ is the upper-left matrix entry, and $c_{ij}=u_iv_j$. All the assumptions are met for any complex amplitudes.

Take $u=(1,2,3,1)$, $v=(1,1,2,1)$ and times $(3,4,2,1)$. The time order is $1,0,2,3$, with sign $-1$, and the left side is $-u_1v_0u_2v_3=-6$. The contractions are $D_{01}=-2$, $D_{23}=3$, $D_{02}=2$, $D_{13}=2$, $D_{03}=1$ and $D_{12}=4$, so the right side is $-6-4+4=-6$.

```lean
#print axioms TimeOrderedFermionWick.time_ordered_wick
-- 'TimeOrderedFermionWick.time_ordered_wick' depends on axioms: [propext, Classical.choice, Quot.sound]
#print axioms TimeOrderedFermionWick.time_ordered_four_point
-- 'TimeOrderedFermionWick.time_ordered_four_point' depends on axioms: [propext, Classical.choice, Quot.sound]
```
